# Incurable Lanczos breakdown: the roots of the monic orthogonal polynomial are eigenvalues

## Moments, Hankel matrices and breakdown

Let $A$ be a square matrix over a field $K$, and let $v$ and $w$ be a right and a left starting vector. The two-sided Lanczos process builds biorthogonal bases of the Krylov spaces generated by $A$ from $v$ and by $A^T$ from $w$. If the basis vectors are scaled so that they are monic polynomials in $A$ or $A^T$ applied to the starting vectors, the recurrence coefficients are determined by the moments $w^TA^kv$, $k\ge 0$. Their Hankel matrices are

$$H_m=\bigl(w^TA^{i+j}v\bigr)_{i,j=0}^{m-1}.$$

The process breaks down when the next two residual vectors are both nonzero but have zero overlap. Look-ahead variants then jump to a larger size with nonsingular Hankel matrix. If there is none, the breakdown is called incurable. The question is what the $m$ steps already completed are then worth.

The answer below is a polynomial form of the mismatch theorem and concerns a monic polynomial $p$ of degree $m$. If $H_m$ is invertible and $w^TA^kp(A)v=0$ for all $k\ge 0$, then every root of $p$ in $K$ is an eigenvalue of $A$. For non-Hermitian problems, such as complex-scaled Hamiltonians in a finite basis, this means that an incurable breakdown with $m\ge 1$ still delivers eigenvalues in exact arithmetic.

In Lean, `n` is the finite set that labels the components, not a number. The product $w^Tv$ has no complex conjugation, so over $\mathbb C$ a Hermitian inner product is recovered by conjugating $w$ first.

```lean
import Mathlib

open Polynomial Matrix

namespace IncurableBreakdown

noncomputable section

variable {K n : Type*} [Field K] [Fintype n] [DecidableEq n]
```

The moments are collected in one linear functional on polynomials, $L(q)=w^Tq(A)v$. In the code, `aeval A q` is $q(A)$, `*ᵥ` is matrix times vector and `⬝ᵥ` is the dot product.

```lean
/-- The moment functional of the two-sided Lanczos process: it sends a polynomial `q` to
`wᵀ q(A) v`. -/
def moment (A : Matrix n n K) (w v : n → K) : K[X] →ₗ[K] K where
  toFun q := w ⬝ᵥ (aeval A q *ᵥ v)
  map_add' p q := by simp [Matrix.add_mulVec, dotProduct_add]
  map_smul' a q := by simp [Matrix.smul_mulVec, dotProduct_smul]
```

The Hankel matrix is defined by its entries, with indices from $0$ to $m-1$. Its invertibility will be stated as `(hankel A w v m).det ≠ 0`.

```lean
/-- The `m` by `m` Hankel matrix of the moments `wᵀ A^(i+j) v`. -/
def hankel (A : Matrix n n K) (w v : n → K) (m : ℕ) : Matrix (Fin m) (Fin m) K :=
  fun i j => w ⬝ᵥ (A ^ ((i : ℕ) + (j : ℕ)) *ᵥ v)
```

## From coefficients to moments

Since $(x^kp)(A)=A^kp(A)$,

$$L(x^kp)=w^TA^k\,p(A)v .$$

The condition on $p$ therefore says that $w$ and all its images under powers of $A^T$ are orthogonal to the residual vector $p(A)v$.

```lean
variable (A : Matrix n n K) (w v : n → K)

/-- The moment of `x^k p` is the overlap of `w` with `A^k` applied to the vector `p(A) v`. -/
theorem moment_X_pow_mul (k : ℕ) (p : K[X]) :
    moment A w v (X ^ k * p) = w ⬝ᵥ (A ^ k *ᵥ (aeval A p *ᵥ v)) := by
  simp [moment, Matrix.mulVec_mulVec]
```

For a coefficient vector $c$ and $q=\sum_{j<m}c_jx^j$, linearity gives

$$(H_mc)_i=\sum_{j<m}L(x^{i+j})\,c_j=L(x^iq).$$

The proof compares the two sums term by term.

```lean
/-- The Hankel matrix applied to a coefficient vector lists the moments of `x^i` times the
polynomial with those coefficients. -/
theorem hankel_mulVec {m : ℕ} (c : Fin m → K) (i : Fin m) :
    (hankel A w v m *ᵥ c) i
      = moment A w v (X ^ (i : ℕ) * ∑ j : Fin m, C (c j) * X ^ (j : ℕ)) := by
  rw [Finset.mul_sum, map_sum]
  change ∑ j, hankel A w v m i j * c j = _
  refine Finset.sum_congr rfl fun j _ => ?_
  have e : (X : K[X]) ^ (i : ℕ) * (C (c j) * X ^ (j : ℕ))
      = c j • X ^ ((i : ℕ) + (j : ℕ)) := by
    rw [smul_eq_C_mul, pow_add]; ring
  have h : hankel A w v m i j = moment A w v (X ^ ((i : ℕ) + (j : ℕ))) := by
    simp [hankel, moment]
  rw [e, map_smul, smul_eq_mul, h, mul_comm]
```

To use this for a given polynomial $r$ of degree below $m$, write it as $r=\sum_{j<m}r_jx^j$.

```lean
/-- A polynomial of degree below `m` is the sum of its first `m` terms. -/
theorem eq_sum_fin {m : ℕ} {r : K[X]} (hr : r.degree < m) :
    r = ∑ j : Fin m, C (r.coeff j) * X ^ (j : ℕ) := by
  by_cases h0 : r = 0
  · simp [h0]
  · have h := r.as_sum_range' m ((natDegree_lt_iff_degree_lt h0).2 hr)
    rw [Finset.sum_range] at h
    simpa only [C_mul_X_pow_eq_monomial] using h
```

Suppose now that $H_m$ is invertible, $\deg r<m$, and $L(x^kr)=0$ for all $k<m$. The coefficient vector of $r$ then satisfies $H_m(r_0,\dots,r_{m-1})^T=0$, so all coefficients vanish and $r=0$. In the proof, `hz` is this linear system and `hc` is its solution.

```lean
/-- If the `m` by `m` Hankel matrix is invertible, a polynomial of degree below `m` that is
orthogonal to `1, x, ..., x^(m-1)` vanishes. -/
theorem eq_zero_of_orthogonal {m : ℕ} (hm : (hankel A w v m).det ≠ 0) {r : K[X]}
    (hr : r.degree < m) (h : ∀ k < m, moment A w v (X ^ k * r) = 0) : r = 0 := by
  have hz : hankel A w v m *ᵥ (fun j : Fin m => r.coeff j) = 0 := by
    funext i
    rw [hankel_mulVec, ← eq_sum_fin hr]
    exact h i i.isLt
  have hc := Matrix.eq_zero_of_mulVec_eq_zero hm hz
  rw [eq_sum_fin hr]
  refine Finset.sum_eq_zero fun j _ => ?_
  have hj : r.coeff (j : ℕ) = 0 := congrFun hc j
  rw [hj, C_0, zero_mul]
```

For a product with $s=\sum_js_jx^j$,

$$L(x^kps)=\sum_{j=0}^{\deg s}s_j\,L(x^{k+j}p).$$

Thus, if all moments $L(x^kp)$ vanish, so do those of every multiple of $p$.

```lean
/-- The moments of `x^k p s` are combinations of the moments of `x^(k+j) p`, weighted by the
coefficients of `s`. -/
theorem moment_mul (k : ℕ) (p s : K[X]) :
    moment A w v (X ^ k * (p * s)) = ∑ j ∈ Finset.range (s.natDegree + 1),
      s.coeff j * moment A w v (X ^ (k + j) * p) := by
  conv_lhs => rw [s.as_sum_range_C_mul_X_pow]
  rw [Finset.mul_sum, Finset.mul_sum, map_sum]
  refine Finset.sum_congr rfl fun j _ => ?_
  have e : X ^ k * (p * (C (s.coeff j) * X ^ j)) = s.coeff j • (X ^ (k + j) * p) := by
    rw [smul_eq_C_mul, pow_add]; ring
  rw [e, map_smul, smul_eq_mul]
```

## The polynomial divides the minimal polynomial

Let $M$ be the minimal polynomial of $A$ and divide: $M=ps+r$ with $\deg r<m$. Because $M(A)=0$, we have $L(x^kM)=0$ (`h1`). The product formula gives $L(x^kps)=0$ (`h2`). Subtracting, $L(x^kr)=0$ for all $k<m$, hence $r=0$ and $p$ divides $M$.

Some condition on the starting vectors is needed here: for $w=0$ every polynomial has vanishing moments.

```lean
/-- If the `m` by `m` Hankel matrix is invertible and `p` is monic of degree `m` with
`wᵀ A^k p(A) v = 0` for all `k`, then `p` divides the minimal polynomial of `A`. -/
theorem dvd_minpoly {m : ℕ} (hm : (hankel A w v m).det ≠ 0) {p : K[X]} (hp : p.Monic)
    (hd : p.natDegree = m) (h : ∀ k : ℕ, w ⬝ᵥ (A ^ k *ᵥ (aeval A p *ᵥ v)) = 0) :
    p ∣ minpoly K A := by
  have hdiv := EuclideanDomain.div_add_mod (minpoly K A) p
  have hlt : (minpoly K A % p).degree < p.degree := EuclideanDomain.mod_lt _ hp.ne_zero
  rw [degree_eq_natDegree hp.ne_zero, hd] at hlt
  -- the remainder has vanishing moments, hence is zero
  have hr : minpoly K A % p = 0 := by
    refine eq_zero_of_orthogonal A w v hm hlt fun k _ => ?_
    have h1 : moment A w v (X ^ k * minpoly K A) = 0 := by
      rw [moment_X_pow_mul, minpoly.aeval]; simp
    have h2 : moment A w v (X ^ k * (p * (minpoly K A / p))) = 0 := by
      rw [moment_mul]
      refine Finset.sum_eq_zero fun j _ => ?_
      rw [moment_X_pow_mul, h, mul_zero]
    rw [← hdiv, mul_add, map_add, h2, zero_add] at h1
    exact h1
  rw [hr, add_zero] at hdiv
  exact ⟨_, hdiv.symm⟩
```

The minimal polynomial divides the characteristic polynomial, so $p(\mu)=0$ implies $\det(\mu I-A)=0$. A singular matrix has a nonzero null vector, called $x$ here as in the code (not the polynomial variable), and $(\mu I-A)x=0$ is $Ax=\mu x$. The theorem states its conclusion in this form, as the existence of an eigenvector; the last lines of the proof only rearrange the equation component by component.

No lower bound on $m$ is required. For $m=0$ the empty determinant is $1$, $p=1$, and there are no roots. Roots outside $K$ are not addressed, so a real matrix with complex eigenvalues should be taken over $\mathbb C$.

```lean
/-- Polynomial form of the mismatch theorem: if the `m` by `m` Hankel matrix is invertible and `p`
is monic of degree `m` with `wᵀ A^k p(A) v = 0` for all `k`, then every root of `p` in `K` is an
eigenvalue of `A`. -/
theorem root_is_eigenvalue {m : ℕ} (hm : (hankel A w v m).det ≠ 0) {p : K[X]} (hp : p.Monic)
    (hd : p.natDegree = m) (h : ∀ k : ℕ, w ⬝ᵥ (A ^ k *ᵥ (aeval A p *ᵥ v)) = 0)
    {μ : K} (hμ : p.eval μ = 0) : ∃ x : n → K, x ≠ 0 ∧ A *ᵥ x = μ • x := by
  have hroot : A.charpoly.eval μ = 0 := by
    obtain ⟨q, hq⟩ := (dvd_minpoly A w v hm hp hd h).trans (Matrix.minpoly_dvd_charpoly A)
    rw [hq, eval_mul, hμ, zero_mul]
  rw [Matrix.eval_charpoly] at hroot
  obtain ⟨x, hx, hAx⟩ := Matrix.exists_mulVec_eq_zero_iff.2 hroot
  refine ⟨x, hx, funext fun i => ?_⟩
  have hi := congrFun hAx i
  simp only [Matrix.sub_mulVec, Matrix.scalar_apply, Matrix.mulVec_diagonal, Pi.sub_apply,
    Pi.zero_apply] at hi
  simp only [Pi.smul_apply, smul_eq_mul]
  linear_combination -hi
```

## When no larger Hankel matrix is invertible

The condition on $p$ is equivalent to the failure of every look-ahead step: for invertible $H_m$, such a $p$ exists exactly when $\det H_N=0$ for all $N>m$.

First assume that all larger Hankel matrices are singular. Solve $H_mc=b$ with $b_i=-L(x^{i+m})$ and set $p=x^m+\sum_{j<m}c_jx^j$. Then $L(x^kp)=0$ for $k<m$ (`horth`).

Suppose some later moment of $p$ is nonzero, and let $N\ge m$ now be the first index with $L(x^Np)\ne0$. As $H_{N+1}$ is singular, it has a nonzero null vector, whose polynomial $g$ has degree at most $N$ and satisfies $L(x^kg)=0$ for $k\le N$. Divide: $g=ps+r$ with $\deg r<m$, and put $d=\deg s$, with $d=0$ if $s=0$. Then $m+d\le N$.

For $k<m$ and $j\le d$ we have $k+j<N$, so $L(x^kps)=0$. Hence $L(x^kr)=0$, and $r=0$. Thus $g=ps$ with $s\ne0$, and at $k=N-d$ only the leading coefficient of $s$ contributes:

$$0=L(x^{N-d}g)=s_d\,L(x^Np)\ne0,$$

a contradiction.

Conversely, given $p$ and $N>m$, the coefficients of $p$, padded with zeros to length $N$, form a nonzero null vector of $H_N$.

The name `incurable_iff` is wider than textbook use. The equivalence also includes regular termination, where $p(A)v=0$ or $w^Tp(A)=0$ and an invariant subspace has been found.

```lean
/-- For an invertible `m` by `m` Hankel matrix, all larger Hankel matrices are singular exactly
when some monic `p` of degree `m` satisfies `wᵀ A^k p(A) v = 0` for all `k`. -/
theorem incurable_iff {m : ℕ} (hm : (hankel A w v m).det ≠ 0) :
    (∀ N > m, (hankel A w v N).det = 0) ↔ ∃ p : K[X], p.Monic ∧ p.natDegree = m ∧
      ∀ k : ℕ, w ⬝ᵥ (A ^ k *ᵥ (aeval A p *ᵥ v)) = 0 := by
  classical
  constructor
  · intro hinc
    -- solve the Hankel system for the monic orthogonal polynomial
    let b : Fin m → K := fun i => -moment A w v (X ^ (i : ℕ) * X ^ m)
    let c : Fin m → K := (hankel A w v m)⁻¹ *ᵥ b
    have hc : hankel A w v m *ᵥ c = b := by
      simp only [c]
      rw [Matrix.mulVec_mulVec, Matrix.mul_nonsing_inv _ (isUnit_iff_ne_zero.2 hm),
        Matrix.one_mulVec]
    have hdeg := degree_sum_fin_lt c
    obtain ⟨p, hpdef⟩ : ∃ p : K[X], p = X ^ m + ∑ j : Fin m, C (c j) * X ^ (j : ℕ) := ⟨_, rfl⟩
    have hp : p.Monic := hpdef ▸ monic_X_pow_add hdeg
    have hd : p.natDegree = m := by
      apply natDegree_eq_of_degree_eq_some
      rw [hpdef, degree_add_eq_left_of_degree_lt (by rwa [degree_X_pow]), degree_X_pow]
    have horth : ∀ k < m, moment A w v (X ^ k * p) = 0 := by
      intro k hk
      have h1 := hankel_mulVec A w v c ⟨k, hk⟩
      rw [hc] at h1
      rw [hpdef, mul_add, map_add, ← h1]
      exact add_neg_cancel _
    refine ⟨p, hp, hd, ?_⟩
    by_contra hne
    push Not at hne
    have hex : ∃ k, moment A w v (X ^ k * p) ≠ 0 := by
      obtain ⟨k, hk⟩ := hne
      exact ⟨k, by rwa [moment_X_pow_mul]⟩
    -- N is the first nonzero residual moment
    obtain ⟨N, hN, hmin⟩ : ∃ N, moment A w v (X ^ N * p) ≠ 0 ∧
        ∀ k < N, moment A w v (X ^ k * p) = 0 :=
      ⟨Nat.find hex, Nat.find_spec hex, fun k hk => not_not.1 (Nat.find_min hex hk)⟩
    have hmN : m ≤ N := by
      by_contra hlt
      exact hN (horth N (by omega))
    obtain ⟨a, ha, hHa⟩ := Matrix.exists_mulVec_eq_zero_iff.2 (hinc (N + 1) (by omega))
    obtain ⟨g, hg⟩ : ∃ g : K[X], g = ∑ j : Fin (N + 1), C (a j) * X ^ (j : ℕ) := ⟨_, rfl⟩
    have hgdeg : g.degree < ((N + 1 : ℕ) : WithBot ℕ) := hg ▸ degree_sum_fin_lt a
    have hg0 : g ≠ 0 := by
      intro h0
      apply ha
      funext i
      have hi : g.coeff (i : ℕ) = a i := by
        simp [hg, finsetSum_coeff, coeff_X_pow, Fin.val_inj]
      rw [← hi, h0]; simp
    have hgm : ∀ k < N + 1, moment A w v (X ^ k * g) = 0 := by
      intro k hk
      have h1 := hankel_mulVec A w v a ⟨k, hk⟩
      rw [hHa, ← hg] at h1
      exact h1.symm
    -- divide the null polynomial by p
    obtain ⟨s, r, hdiv, hrp⟩ : ∃ s r : K[X], p * s + r = g ∧ r.degree < p.degree :=
      ⟨g / p, g % p, EuclideanDomain.div_add_mod g p, EuclideanDomain.mod_lt g hp.ne_zero⟩
    have hs : m + s.natDegree ≤ N := by
      by_cases h0 : s = 0
      · simpa [h0] using hmN
      · have h1 : r.degree < (p * s).degree := hrp.trans_le (degree_le_mul_left p h0)
        rw [← hdiv, degree_add_eq_left_of_degree_lt h1] at hgdeg
        have h2 := (natDegree_lt_iff_degree_lt (mul_ne_zero hp.ne_zero h0)).2 hgdeg
        rw [natDegree_mul hp.ne_zero h0, hd] at h2
        omega
    have hr : r = 0 := by
      rw [degree_eq_natDegree hp.ne_zero, hd] at hrp
      refine eq_zero_of_orthogonal A w v hm hrp fun k hk => ?_
      have h1 := hgm k (by omega)
      have h2 : moment A w v (X ^ k * (p * s)) = 0 := by
        rw [moment_mul]
        refine Finset.sum_eq_zero fun j hj => ?_
        have hj' := Finset.mem_range.1 hj
        rw [hmin (k + j) (by omega), mul_zero]
      rwa [← hdiv, mul_add, map_add, h2, zero_add] at h1
    rw [hr, add_zero] at hdiv
    have hs0 : s ≠ 0 := by
      rintro rfl
      exact hg0 (by rw [← hdiv, mul_zero])
    -- the leading coefficient of s meets the first nonzero moment
    have h1 := hgm (N - s.natDegree) (by omega)
    rw [← hdiv, moment_mul, Finset.sum_range_succ, Finset.sum_eq_zero, zero_add,
      Nat.sub_add_cancel (by omega)] at h1
    · exact mul_ne_zero (leadingCoeff_ne_zero.2 hs0) hN h1
    · intro j hj
      have hj' := Finset.mem_range.1 hj
      rw [hmin _ (by omega), mul_zero]
  · rintro ⟨p, hp, hd, h⟩ N hN
    -- the coefficients of p form a null vector
    have hdeg : p.degree < (N : WithBot ℕ) := by
      rw [degree_eq_natDegree hp.ne_zero, hd]
      exact_mod_cast hN
    refine Matrix.exists_mulVec_eq_zero_iff.1 ⟨fun j : Fin N => p.coeff j, ?_, ?_⟩
    · intro h0
      have h1 : p.coeff m = 0 := congrFun h0 ⟨m, hN⟩
      rw [← hd, hp.coeff_natDegree] at h1
      exact one_ne_zero h1
    · funext i
      rw [hankel_mulVec, ← eq_sum_fin hdeg, moment_X_pow_mul]
      exact h i
```

## A three-level example with both residuals nonzero

Take $A=\operatorname{diag}(1,2,3)$, $v=(1,1,0)^T$, $w=(1,0,1)^T$ and $p=x-1$. Then $H_1=(1)$, while

$$p(A)v=(0,1,0)^T,\qquad w^Tp(A)=(0,0,2).$$

The two residuals live on different eigenvectors, so no power of $A$ gives them an overlap. This is a genuine breakdown, and the root $1$ is indeed an eigenvalue.

```lean
/-- For `A = diag(1, 2, 3)`, `v = (1, 1, 0)`, `w = (1, 0, 1)` and `p = x - 1`, the hypotheses of
the mismatch theorem hold with `m = 1`, while `p(A) v` and `wᵀ p(A)` are both nonzero. -/
theorem root_is_eigenvalue_witness :
    let A : Matrix (Fin 3) (Fin 3) ℚ := Matrix.diagonal ![1, 2, 3]
    let v : Fin 3 → ℚ := ![1, 1, 0]
    let w : Fin 3 → ℚ := ![1, 0, 1]
    let p : ℚ[X] := X - C 1
    (hankel A w v 1).det ≠ 0 ∧ p.Monic ∧ p.natDegree = 1 ∧
      (∀ k : ℕ, w ⬝ᵥ (A ^ k *ᵥ (aeval A p *ᵥ v)) = 0) ∧
      aeval A p *ᵥ v ≠ 0 ∧ w ᵥ* aeval A p ≠ 0 := by
  intro A v w p
  have hpA : aeval A p = Matrix.diagonal ![0, 1, 2] := by
    simp only [p, map_sub, aeval_X, map_one]
    ext i j
    fin_cases i <;> fin_cases j <;> norm_num [A, Matrix.diagonal, Matrix.one_apply]
  refine ⟨?_, monic_X_sub_C 1, natDegree_X_sub_C 1, fun k => ?_, fun h => ?_, fun h => ?_⟩
  · simp [hankel, A, v, w, dotProduct, Fin.sum_univ_succ]
  · rw [hpA]
    simp [A, v, w, Matrix.diagonal_pow, Matrix.mulVec_diagonal, dotProduct, Fin.sum_univ_succ]
  · have h1 := congrFun h 1
    rw [hpA, Matrix.mulVec_diagonal] at h1
    norm_num [v] at h1
  · have h2 := congrFun h 2
    rw [hpA, Matrix.vecMul_diagonal] at h2
    have h3 : (1 : ℚ) * 2 = 0 := h2
    norm_num at h3

end

end IncurableBreakdown
```

```lean
#print axioms IncurableBreakdown.root_is_eigenvalue
-- 'IncurableBreakdown.root_is_eigenvalue' depends on axioms: [propext, Classical.choice, Quot.sound]
#print axioms IncurableBreakdown.incurable_iff
-- 'IncurableBreakdown.incurable_iff' depends on axioms: [propext, Classical.choice, Quot.sound]
```

## From Ritz values to roots of the polynomial

A Lanczos program computes the eigenvalues of a projected matrix, the Ritz values. With the shifted Hankel matrix $H_m'=(w^TA^{i+j+1}v)_{i,j=0}^{m-1}$, they are the solutions $\theta$ of $\det(\theta H_m-H_m')=0$. Each of them is a root of $p$, by a short argument that is not part of the Lean code. Take $c\ne0$ with $(H_m'-\theta H_m)c=0$ and set $q=\sum_{j<m}c_jx^j$. Then $L(x^k(x-\theta)q)=0$ for all $k<m$. The polynomial $(x-\theta)q-c_{m-1}p$ has degree below $m$ and satisfies the same conditions, so it vanishes by `eq_zero_of_orthogonal`. Hence $(x-\theta)q=c_{m-1}p$. The left side is not the zero polynomial, so $c_{m-1}\ne0$, and setting $x=\theta$ gives $p(\theta)=0$. After an incurable breakdown the Ritz values are therefore eigenvalues of $A$ in exact arithmetic.
